# The time derivative of an evolution minus the truncated exponential series of its generator

Let `U` be a function of complex time with values in a normed algebra over ℂ, obeying U′(z) = A U(z) with a constant generator `A`. The tail of order d is U(z) minus the sum of zᵏAᵏ/k! over k < d; it is the Taylor remainder of the evolution when U(0) = 1, which the theorem does not need to assume. The declaration states that the tail of order d + 1 has as its derivative `A` times the tail of order d. The attempt goes by induction on d, subtracting the derivative of one further term from the induction hypothesis and using `convert` to match the result with the goal.

As first written in Lean, the proof fails:

```lean
import Mathlib

open Matrix Filter
open scoped Matrix.Norms.L2Operator

namespace LeadPropagationBound

noncomputable section

/-- What is left of an evolution `U` with generator `A` after removing the first `d` terms
of the Taylor series in time. -/
def taylorTail {𝔸 : Type*} [NormedRing 𝔸] [NormedAlgebra ℂ 𝔸]
    (U : ℂ → 𝔸) (A : 𝔸) (d : ℕ) (z : ℂ) : 𝔸 :=
  U z - ∑ k ∈ Finset.range d, (z ^ k / (k.factorial : ℂ)) • A ^ k

/-- The time derivative of the Taylor tail of order `d + 1` is the generator times the tail of order
`d`. -/
theorem hasDerivAt_taylorTail {𝔸 : Type*} [NormedRing 𝔸] [NormedAlgebra ℂ 𝔸]
    {U : ℂ → 𝔸} {A : 𝔸} (hU : ∀ z, HasDerivAt U (A * U z) z) (d : ℕ) (z : ℂ) :
    HasDerivAt (taylorTail U A (d + 1)) (A * taylorTail U A d z) z := by
  unfold taylorTail
  induction d with
  | zero => simpa using (hU z).sub_const 1
  | succ d ih =>
    have h1 : HasDerivAt (fun w : ℂ => w ^ (d + 1) / ((d + 1).factorial : ℂ))
        (z ^ d / (d.factorial : ℂ)) z := by
      refine ((hasDerivAt_pow (d + 1) z).div_const _).congr_deriv ?_
      have hf : (d.factorial : ℂ) ≠ 0 := Nat.cast_ne_zero.2 d.factorial_ne_zero
      have hd : (d : ℂ) + 1 ≠ 0 := Nat.cast_add_one_ne_zero d
      rw [Nat.factorial_succ, Nat.add_sub_cancel]
      push_cast
      field_simp
    convert ih.fun_sub (h1.smul_const (A ^ (d + 1))) using 1
    · funext w
      rw [Finset.sum_range_succ _ (d + 1), sub_add_eq_sub_sub]
    · rw [Finset.sum_range_succ _ d, pow_succ', ← mul_smul_comm, ← mul_sub,
        sub_add_eq_sub_sub]

end

end LeadPropagationBound
```

Compiling this gives:

```
Main.lean:34:6: error: Tactic `apply` failed: could not unify the conclusion of `@funext`
  ?f = ?g
with the goal
  inst✝¹.toAddCommGroup = NonUnitalNormedRing.toNormedAddCommGroup.toAddCommGroup

Note: The full type of `@funext` is
  ∀ {α : Sort ?u.112} {β : α → Sort ?u.111} {f g : (x : α) → β x}, (∀ (x : α), f x = g x) → f = g

case e'_4
𝔸 : Type u_1
inst✝¹ : NormedRing 𝔸
inst✝ : NormedAlgebra ℂ 𝔸
U : ℂ → 𝔸
A : 𝔸
hU : ∀ (z : ℂ), HasDerivAt U (A * U z) z
z : ℂ
d : ℕ
ih :
  HasDerivAt (fun z => U z - ∑ k ∈ Finset.range (d + 1), (z ^ k / ↑k.factorial) • A ^ k)
    (A * (U z - ∑ k ∈ Finset.range d, (z ^ k / ↑k.factorial) • A ^ k)) z
h1 : HasDerivAt (fun w => w ^ (d + 1) / ↑(d + 1).factorial) (z ^ d / ↑d.factorial) z
⊢ inst✝¹.toAddCommGroup = NonUnitalNormedRing.toNormedAddCommGroup.toAddCommGroup
Main.lean:36:10: error: Tactic `rewrite` failed: Did not find an occurrence of the pattern
  ∑ x ∈ Finset.range (d + 1), ?m.516 x
in the target expression
  (fun z => U z - ∑ k ∈ Finset.range (d + 1 + 1), (z ^ k / ↑k.factorial) • A ^ k) = fun i =>
    U i - ∑ k ∈ Finset.range (d + 1), (i ^ k / ↑k.factorial) • A ^ k - (i ^ (d + 1) / ↑(d + 1).factorial) • A ^ (d + 1)

case e'_8
𝔸 : Type u_1
inst✝¹ : NormedRing 𝔸
inst✝ : NormedAlgebra ℂ 𝔸
U : ℂ → 𝔸
A : 𝔸
hU : ∀ (z : ℂ), HasDerivAt U (A * U z) z
z : ℂ
d : ℕ
ih :
  HasDerivAt (fun z => U z - ∑ k ∈ Finset.range (d + 1), (z ^ k / ↑k.factorial) • A ^ k)
    (A * (U z - ∑ k ∈ Finset.range d, (z ^ k / ↑k.factorial) • A ^ k)) z
h1 : HasDerivAt (fun w => w ^ (d + 1) / ↑(d + 1).factorial) (z ^ d / ↑d.factorial) z
⊢ (fun z => U z - ∑ k ∈ Finset.range (d + 1 + 1), (z ^ k / ↑k.factorial) • A ^ k) = fun i =>
    U i - ∑ k ∈ Finset.range (d + 1), (i ^ k / ↑k.factorial) • A ^ k - (i ^ (d + 1) / ↑(d + 1).factorial) • A ^ (d + 1)
Main.lean:24:14: error: unsolved goals
case e'_9
𝔸 : Type u_1
inst✝¹ : NormedRing 𝔸
inst✝ : NormedAlgebra ℂ 𝔸
U : ℂ → 𝔸
A : 𝔸
hU : ∀ (z : ℂ), HasDerivAt U (A * U z) z
z : ℂ
d : ℕ
ih :
  HasDerivAt (fun z => U z - ∑ k ∈ Finset.range (d + 1), (z ^ k / ↑k.factorial) • A ^ k)
    (A * (U z - ∑ k ∈ Finset.range d, (z ^ k / ↑k.factorial) • A ^ k)) z
h1 : HasDerivAt (fun w => w ^ (d + 1) / ↑(d + 1).factorial) (z ^ d / ↑d.factorial) z
⊢ A * (U z - ∑ k ∈ Finset.range (d + 1), (z ^ k / ↑k.factorial) • A ^ k) =
    A * (U z - ∑ k ∈ Finset.range d, (z ^ k / ↑k.factorial) • A ^ k) - (z ^ d / ↑d.factorial) • A ^ (d + 1)
```

Diagnosis. The proof has two bullets after `convert ... using 1`, one for the functions and one for the derivatives, but `convert` also left a goal equating two additive group structures on `𝔸`. That goal came first and shifted the bullets by one. `funext` met an equality of structures, to which it could not be applied. The second bullet met the equality of functions, where `rw` cannot rewrite the sum over `Finset.range (d + 1)` because its terms contain the variable bound by `fun`. The equality of derivatives was left with no bullet, hence the "unsolved goals" error.

The repair proves the two intended equalities beforehand, as `hfun` and `hder`, with the same rewrites. `hfun` is stated for each `w`, so `simp only [hfun]` can use it under the binder. `congr_deriv hder` then changes the derivative to the required one. Without `convert`, the equality of structures is no longer a separate goal: `exact` accepts the two structures as equal by definition when it checks the term.

This version goes through:

```diff
@@ -31,9 +31,16 @@
       push_cast
       field_simp
-    convert ih.fun_sub (h1.smul_const (A ^ (d + 1))) using 1
-    · funext w
+    have hfun : ∀ w : ℂ,
+        U w - ∑ k ∈ Finset.range (d + 1 + 1), (w ^ k / (k.factorial : ℂ)) • A ^ k =
+          U w - ∑ k ∈ Finset.range (d + 1), (w ^ k / (k.factorial : ℂ)) • A ^ k -
+            (w ^ (d + 1) / ((d + 1).factorial : ℂ)) • A ^ (d + 1) := fun w => by
       rw [Finset.sum_range_succ _ (d + 1), sub_add_eq_sub_sub]
-    · rw [Finset.sum_range_succ _ d, pow_succ', ← mul_smul_comm, ← mul_sub,
+    have hder : A * (U z - ∑ k ∈ Finset.range d, (z ^ k / (k.factorial : ℂ)) • A ^ k) -
+          (z ^ d / (d.factorial : ℂ)) • A ^ (d + 1) =
+        A * (U z - ∑ k ∈ Finset.range (d + 1), (z ^ k / (k.factorial : ℂ)) • A ^ k) := by
+      rw [Finset.sum_range_succ _ d, pow_succ', ← mul_smul_comm, ← mul_sub,
         sub_add_eq_sub_sub]
+    simp only [hfun]
+    exact (ih.fun_sub (h1.smul_const (A ^ (d + 1)))).congr_deriv hder
 
 end
```
